# A checkerboard sign on odd orbitals turns glide symmetry into translation symmetry on the square lattice

Take a square lattice of sites with ligand atoms alternately above and below its plane, and a tight-binding code that replaces the two-site cell by a one-site cell without changing any orbital signs. Couplings between orbitals that are even and odd under z-reflection may alternate in sign from site to site, and a one-site cell cannot hold them. If the code makes such a coupling uniform, the model loses its glide symmetry. If the signs are changed but every orbital is then plotted at the same momentum, the weight of the odd orbitals appears displaced by (π,π).

## Glides and translations exchanged by U

A state ψ(x,y,a) gives a complex amplitude for each integer site (x,y) and orbital a. Let s_a be −1 for an odd orbital and +1 for an even one. Let u_a(x,y) be (−1)^(x+y) for an odd orbital and 1 for an even one. Define

(Pψ)(x,y,a) = s_a ψ(x,y,a)

(Uψ)(x,y,a) = u_a(x,y) ψ(x,y,a)

(T(m,n)ψ)(x,y,a) = ψ(x−m, y−n, a)

G(m,n) = T(m,n) P

Here P is the z-parity, T(m,n) a translation and G(m,n) a glide. For every linear operator H on these states,

H commutes with G(1,0) and G(0,1) ⇔ UHU commutes with T(1,0) and T(0,1).

## Where a one-site-cell code uses the identity

For a non-interacting tight-binding model with both glides, the identity permits a Bloch Hamiltonian with one site per cell, half the matrix size of the two-site cell. The code must build UHU, whose matrix elements are those of H multiplied by u_a at one site and u_b at the other:

- Even–even hoppings are unchanged.
- Odd–odd hoppings over a displacement (m,n) gain (−1)^(m+n), so nearest-neighbour ones change sign.
- Even–odd couplings, which alternate in H, become uniform.

An eigenstate of UHU with momentum k gives an eigenstate of H after multiplication by U. Its even components sit at k and its odd components at k+(π,π), which is the shift to apply in orbital-resolved plots.

## Derivation from the checkerboard sign

Since (−1)^(2(x+y)) = 1, we have U² = 1. Next,

(U T(m,n) U ψ)(x,y,a) = u_a(x,y) u_a(x−m,y−n) ψ(x−m,y−n,a).

For an even orbital the two factors give 1. For an odd orbital they give (−1)^(2(x+y)−(m+n)), which is −1 when m+n is odd. The product is therefore s_a, and

U T(m,n) U = G(m,n) for m+n odd.

Write T and G for this pair. If HG = GH, multiply by U on both sides. The left side becomes

U H (U T U) U = (UHU) T,

and the right side becomes

U (U T U) H U = T (UHU).

Multiplying by U on both sides again recovers HG = GH, so the equivalence holds for each such (m,n), in particular for (1,0) and (0,1).

For a Bloch wave ψ_k(x,y,a) = exp(i(kx x + ky y)) v_a, use (−1)^(x+y) = exp(iπ(x+y)). On odd orbitals U adds π to both kx and ky; on even orbitals it does nothing. Translation gives

T(m,n) ψ_k = exp(−i(kx m + ky n)) ψ_k.

For m+n odd, GU = UTUU = UT, and the state Uψ_k obeys

G(m,n) Uψ_k = exp(−i(kx m + ky n)) Uψ_k,

so for v ≠ 0 it is a glide eigenstate.

Now let the same orbital matrix M act at every site. The commutator with a glide is

([M, G(m,n)]ψ)(x,y,a) = Σ_b (s_b − s_a) M_ab ψ(x−m,y−n,b).

Apply it to the state equal to 1 in a single orbital b at every site. The result in orbital a is (s_b − s_a) M_ab, and for opposite parities s_b − s_a = ±2. The commutator therefore vanishes exactly when every M_ab between opposite parities is zero. A single nonzero mixing entry breaks every glide.

If M has only parity-mixing entries, then u_a u_b = (−1)^(x+y) wherever M_ab can be nonzero, so

UMU = (−1)^(x+y) M.

Conjugating this by U returns the uniform M, which commutes with translations. The staggered term therefore commutes with every G(m,n) with m+n odd, in particular with G(1,0) and G(0,1).

The smallest case with mixing has one even and one odd orbital. With on-site energies ε_e and ε_o and coupling t, the glide-symmetric term has off-diagonal entries (−1)^(x+y) t and its conjugate. After U it is the same 2×2 matrix at every site:

| ε_e  t |
| t*  ε_o |

Putting this uniform matrix into the original basis breaks the glides unless t = 0. With a single orbital there is nothing to mix, and each glide equals plus or minus a translation.

## The Lean file

```lean
import Mathlib

open Finset

namespace GlideUnfolding

noncomputable section

variable {ι : Type*}

/-- A state gives a complex amplitude for every site `(x, y)` of the square lattice and every
orbital. -/
abbrev State (ι : Type*) := ℤ → ℤ → ι → ℂ

/-- The operator that multiplies each amplitude by a factor depending on site and orbital. -/
def localMul (f : ℤ → ℤ → ι → ℂ) : Module.End ℂ (State ι) where
  toFun ψ x y a := f x y a * ψ x y a
  map_add' ψ φ := by
    funext x y a
    simp only [Pi.add_apply]
    ring
  map_smul' c ψ := by
    funext x y a
    simp only [Pi.smul_apply, smul_eq_mul, RingHom.id_apply]
    ring

/-- The z-parity of an orbital: `-1` if it is odd, `1` if it is even. -/
def sgn (odd : ι → Bool) (a : ι) : ℂ := if odd a then -1 else 1

/-- The checkerboard sign `(-1)^(x+y)`. -/
def checker (x y : ℤ) : ℂ := (-1) ^ (x + y)

/-- The checkerboard sign on odd orbitals, and `1` on even orbitals. -/
def phase (odd : ι → Bool) (x y : ℤ) (a : ι) : ℂ := if odd a then checker x y else 1

/-- The orbital z-parity operator `P`. -/
def parity (odd : ι → Bool) : Module.End ℂ (State ι) := localMul fun _ _ a => sgn odd a

/-- The unfolding operator `U`, which multiplies odd orbitals by `(-1)^(x+y)`. -/
def unfolding (odd : ι → Bool) : Module.End ℂ (State ι) := localMul (phase odd)

/-- Translation of a state by the lattice vector `(m, n)`. -/
def translate (m n : ℤ) : Module.End ℂ (State ι) where
  toFun ψ x y a := ψ (x - m) (y - n) a
  map_add' _ _ := rfl
  map_smul' _ _ := rfl

/-- The glide: z-parity followed by translation by `(m, n)`. -/
def glide (odd : ι → Bool) (m n : ℤ) : Module.End ℂ (State ι) := translate m n * parity odd

/-- The uniform on-site term: the same orbital matrix `M` acts at every site. -/
def onSite [Fintype ι] (M : Matrix ι ι ℂ) : Module.End ℂ (State ι) where
  toFun ψ x y a := ∑ b, M a b * ψ x y b
  map_add' ψ φ := by
    funext x y a
    simp only [Pi.add_apply, mul_add, sum_add_distrib]
  map_smul' c ψ := by
    funext x y a
    simp only [Pi.smul_apply, smul_eq_mul, RingHom.id_apply, mul_sum]
    exact sum_congr rfl fun b _ => by ring

/-- The Bloch wave of momentum `(kx, ky)` with orbital amplitudes `v`. -/
def bloch (kx ky : ℝ) (v : ι → ℂ) : State ι :=
  fun x y a => Complex.exp (Complex.I * (kx * x + ky * y)) * v a

/-- Applying the unfolding operator twice gives the identity. -/
theorem unfolding_sq (odd : ι → Bool) : unfolding odd * unfolding odd = 1 := by
  have hc (x y : ℤ) : checker x y * checker x y = 1 := by
    unfold checker
    rw [← zpow_add₀ (by norm_num : (-1 : ℂ) ≠ 0)]
    exact Even.neg_one_zpow ⟨x + y, rfl⟩
  refine LinearMap.ext fun ψ => ?_
  funext x y a
  change phase odd x y a * (phase odd x y a * ψ x y a) = ψ x y a
  have hp : phase odd x y a * phase odd x y a = 1 := by
    unfold phase
    cases odd a <;> simp [hc]
  rw [← mul_assoc, hp, one_mul]

/-- Conjugation by `U` turns a translation by `(m, n)` with `m + n` odd into the glide. -/
theorem unfolding_translate (odd : ι → Bool) {m n : ℤ} (hmn : Odd (m + n)) :
    unfolding odd * translate m n * unfolding odd = glide odd m n := by
  -- the two sites lie on opposite sublattices
  have hc (x y : ℤ) : checker x y * checker (x - m) (y - n) = -1 := by
    unfold checker
    rw [← zpow_add₀ (by norm_num : (-1 : ℂ) ≠ 0)]
    obtain ⟨k, hk⟩ := hmn
    exact Odd.neg_one_zpow ⟨x + y - k - 1, by omega⟩
  refine LinearMap.ext fun ψ => ?_
  funext x y a
  change phase odd x y a * (phase odd (x - m) (y - n) a * ψ (x - m) (y - n) a)
    = sgn odd a * ψ (x - m) (y - n) a
  have hp : phase odd x y a * phase odd (x - m) (y - n) a = sgn odd a := by
    unfold phase sgn
    cases odd a <;> simp [hc]
  rw [← mul_assoc, hp]

/-- For `m + n` odd, `H` commutes with the glide along `(m, n)` exactly when `U H U` commutes
with the translation by `(m, n)`. -/
theorem commute_glide_iff (odd : ι → Bool) (H : Module.End ℂ (State ι)) {m n : ℤ}
    (hmn : Odd (m + n)) :
    Commute H (glide odd m n) ↔
      Commute (unfolding odd * H * unfolding odd) (translate m n) := by
  rw [← unfolding_translate odd hmn]
  have hU := unfolding_sq odd
  generalize unfolding odd = U at hU ⊢
  generalize (translate m n : Module.End ℂ (State ι)) = T
  constructor
  · intro h
    calc U * H * U * T = U * (H * (U * T * U)) * U := by simp only [mul_assoc, hU, mul_one]
      _ = U * (U * T * U * H) * U := by rw [h.eq]
      _ = T * (U * H * U) := by simp only [← mul_assoc, hU, one_mul]
  · intro h
    calc H * (U * T * U) = U * (U * H * U * T) * U := by simp only [← mul_assoc, hU, one_mul]
      _ = U * (T * (U * H * U)) * U := by rw [h.eq]
      _ = U * T * U * H := by simp only [mul_assoc, hU, mul_one]

/-- An operator `H` commutes with the glides `Tx P` and `Ty P` exactly when `U H U` commutes
with the translations `Tx` and `Ty`. -/
theorem glide_symmetry_iff_translation_symmetry (odd : ι → Bool) (H : Module.End ℂ (State ι)) :
    (Commute H (glide odd 1 0) ∧ Commute H (glide odd 0 1)) ↔
      (Commute (unfolding odd * H * unfolding odd) (translate 1 0) ∧
        Commute (unfolding odd * H * unfolding odd) (translate 0 1)) :=
  and_congr (commute_glide_iff odd H (by decide)) (commute_glide_iff odd H (by decide))

/-- `U` shifts the momentum of a Bloch wave by `(π, π)` on odd orbitals and leaves the even
orbitals unchanged. -/
theorem unfolding_bloch (odd : ι → Bool) (kx ky : ℝ) (v : ι → ℂ) (x y : ℤ) (a : ι) :
    unfolding odd (bloch kx ky v) x y a =
      if odd a then bloch (kx + Real.pi) (ky + Real.pi) v x y a else bloch kx ky v x y a := by
  change phase odd x y a * bloch kx ky v x y a = _
  unfold phase bloch
  by_cases h : odd a = true
  · rw [if_pos h, if_pos h]
    -- the checkerboard sign is a plane wave of momentum (π, π)
    have hs : checker x y = Complex.exp (((x + y : ℤ) : ℂ) * (Real.pi * Complex.I)) := by
      rw [Complex.exp_int_mul, Complex.exp_pi_mul_I, checker]
    rw [hs, ← mul_assoc, ← Complex.exp_add]
    congr 2
    push_cast
    ring
  · rw [if_neg h, if_neg h, one_mul]

/-- For `m + n` odd, `U` applied to a Bloch wave of momentum `k` is multiplied by
`exp(-i (kx m + ky n))` under the glide along `(m, n)`. -/
theorem glide_unfolding_bloch (odd : ι → Bool) (kx ky : ℝ) (v : ι → ℂ) {m n : ℤ}
    (hmn : Odd (m + n)) :
    glide odd m n (unfolding odd (bloch kx ky v)) =
      Complex.exp (-Complex.I * (kx * m + ky * n)) • unfolding odd (bloch kx ky v) := by
  have hT : translate m n (bloch kx ky v) =
      Complex.exp (-Complex.I * (kx * m + ky * n)) • bloch kx ky v := by
    funext x y a
    change Complex.exp (Complex.I * (kx * ((x - m : ℤ) : ℂ) + ky * ((y - n : ℤ) : ℂ))) * v a
      = Complex.exp (-Complex.I * (kx * m + ky * n)) *
        (Complex.exp (Complex.I * (kx * x + ky * y)) * v a)
    rw [← mul_assoc, ← Complex.exp_add]
    congr 2
    push_cast
    ring
  have hG : glide odd m n * unfolding odd = unfolding odd * translate m n := by
    rw [← unfolding_translate odd hmn, mul_assoc, unfolding_sq, mul_one]
  change (glide odd m n * unfolding odd) (bloch kx ky v) = _
  rw [hG]
  change unfolding odd (translate m n (bloch kx ky v)) = _
  rw [hT, map_smul]

/-- A uniform on-site term commutes with the glide along `(m, n)` exactly when all its matrix
elements between orbitals of opposite z-parity vanish. -/
theorem onSite_commute_glide_iff [Fintype ι] (odd : ι → Bool) (M : Matrix ι ι ℂ) (m n : ℤ) :
    Commute (onSite M) (glide odd m n) ↔ ∀ a b, odd a ≠ odd b → M a b = 0 := by
  classical
  constructor
  · intro h a b hab
    -- test on the spatially constant state in orbital b
    have e := congrFun (congrFun (congrFun (LinearMap.congr_fun h.eq
      (fun _ _ c => if c = b then (1 : ℂ) else 0)) 0) 0) a
    change ∑ c, M a c * (sgn odd c * (if c = b then (1 : ℂ) else 0))
      = sgn odd a * ∑ c, M a c * (if c = b then (1 : ℂ) else 0) at e
    simp only [mul_ite, mul_one, mul_zero, sum_ite_eq', mem_univ, if_true] at e
    have hs : sgn odd a - sgn odd b ≠ 0 := by
      revert hab
      unfold sgn
      cases odd a <;> cases odd b <;> norm_num
    have hz : (sgn odd a - sgn odd b) * M a b = 0 := by linear_combination (-1 : ℂ) * e
    exact (mul_eq_zero.mp hz).resolve_left hs
  · intro h
    show onSite M * glide odd m n = glide odd m n * onSite M
    refine LinearMap.ext fun ψ => ?_
    funext x y a
    change ∑ b, M a b * (sgn odd b * ψ (x - m) (y - n) b)
      = sgn odd a * ∑ b, M a b * ψ (x - m) (y - n) b
    rw [mul_sum]
    refine sum_congr rfl fun b _ => ?_
    by_cases hab : odd a = odd b
    · simp only [sgn, hab]
      ring
    · rw [h a b hab]
      ring

/-- If `M` couples only orbitals of opposite z-parity, the on-site term with checkerboard sign
`(-1)^(x+y) M` commutes with every glide along `(m, n)` with `m + n` odd. -/
theorem staggered_commute_glide [Fintype ι] (odd : ι → Bool) (M : Matrix ι ι ℂ)
    (hM : ∀ a b, odd a = odd b → M a b = 0) {m n : ℤ} (hmn : Odd (m + n)) :
    Commute (localMul (fun x y _ => checker x y) * onSite M) (glide odd m n) := by
  -- the staggered term is the uniform one conjugated by `U`
  have hconj : unfolding odd * onSite M * unfolding odd =
      localMul (fun x y _ => checker x y) * onSite M := by
    refine LinearMap.ext fun ψ => ?_
    funext x y a
    change phase odd x y a * ∑ b, M a b * (phase odd x y b * ψ x y b)
      = checker x y * ∑ b, M a b * ψ x y b
    rw [mul_sum, mul_sum]
    refine sum_congr rfl fun b _ => ?_
    by_cases hab : odd a = odd b
    · rw [hM a b hab]
      ring
    · have hp : phase odd x y a * phase odd x y b = checker x y := by
        revert hab
        unfold phase
        cases odd a <;> cases odd b <;> simp
      linear_combination (M a b * ψ x y b) * hp
  have hback : unfolding odd * (unfolding odd * onSite M * unfolding odd) * unfolding odd
      = onSite M := by
    calc _ = (unfolding odd * unfolding odd) * onSite M * (unfolding odd * unfolding odd) := by
          simp only [mul_assoc]
      _ = onSite M := by rw [unfolding_sq, one_mul, mul_one]
  rw [← hconj, commute_glide_iff odd _ hmn, hback]
  show onSite M * translate m n = translate m n * onSite M
  exact LinearMap.ext fun ψ => rfl

end

end GlideUnfolding
```

```lean
#print axioms GlideUnfolding.glide_symmetry_iff_translation_symmetry
#print axioms GlideUnfolding.glide_unfolding_bloch
#print axioms GlideUnfolding.onSite_commute_glide_iff
#print axioms GlideUnfolding.staggered_commute_glide
```

```
'GlideUnfolding.glide_symmetry_iff_translation_symmetry' depends on axioms: [propext, Classical.choice, Quot.sound]
'GlideUnfolding.glide_unfolding_bloch' depends on axioms: [propext, Classical.choice, Quot.sound]
'GlideUnfolding.onSite_commute_glide_iff' depends on axioms: [propext, Classical.choice, Quot.sound]
'GlideUnfolding.staggered_commute_glide' depends on axioms: [propext, Classical.choice, Quot.sound]
```

## What the Lean statements say about the model

`State ι` is the space of all complex functions on ℤ × ℤ and the orbital set `ι`, with no normalisation, so Bloch waves belong to it. The label `odd : ι → Bool` records the z-parity of each orbital. The operators P, U, T(m,n) and G(m,n) are `parity`, `unfolding`, `translate` and `glide`.

`glide_symmetry_iff_translation_symmetry` is the main equivalence. Its `H : Module.End ℂ (State ι)` is any linear operator; neither Hermiticity nor finite range is assumed. `commute_glide_iff` treats one direction at a time under the hypothesis `Odd (m + n)`, which says that the translation exchanges the two sublattices.

`unfolding_bloch` gives the momentum shift, with the lattice constant equal to 1, and `glide_unfolding_bloch` gives the glide eigenvalue. `onSite_commute_glide_iff` holds for every `m` and `n` and needs finitely many orbitals. `staggered_commute_glide` assumes through `hM` that `M` has no nonzero entries between orbitals of equal parity. Such entries, for example the on-site energies in the 2×2 case, stay uniform and are covered by `onSite_commute_glide_iff`; the sum of the two terms then commutes with the glides as well.

Some limits matter in a code:

- The lattice is infinite. On a periodic L×L grid with odd orbitals, the checkerboard sign closes on itself only for even L.
- `H` must act on every function on the lattice. Finite-range hopping with finitely many orbitals does; hopping with infinitely long tails in general does not.
- The parity squares to 1, whereas the mirror operation of a spin-½ electron squares to −1. Multiplied by i, that mirror becomes a sign: the orbital parity times the sign of the spin along z. With spin-orbit coupling, `ι` must therefore include the spin and `odd` must label this product; the main equivalence then applies.
- The parity labels are input, and each orbital must have a definite parity. That a given material has the glides is not derived from its geometry.
- The theorems concern symmetry and momentum labels; they establish no band degeneracy.

## How the proof handles signs and commutators

`unfolding_sq` and `unfolding_translate` compare both sides at one site and orbital. In each, `hc` evaluates the product of two checkerboard signs, and a case split on `odd a` treats the two parities.

`commute_glide_iff` rewrites the glide as UTU, and `generalize` then replaces the concrete operators by symbols `U` and `T`. From there only U² = 1 is used, and the two `calc` blocks are the two multiplications by U in the derivation. The main theorem applies this to (1,0) and (0,1).

In `unfolding_bloch`, `hs` writes the checkerboard sign as a plane wave of momentum (π,π), and the exponents are then added. `glide_unfolding_bloch` combines the translation eigenvalue `hT` with GU = UT, named `hG`.

For the on-site term, the forward direction evaluates the commutation relation at the origin on the constant state in orbital `b`, which leaves (s_a − s_b) M_ab = 0. The converse compares the two sums term by term. In `staggered_commute_glide`, `hconj` identifies the staggered term with UMU and `hback` conjugates it back to the uniform one, which commutes with translations by definition.
